# Raising site polarisabilities at fixed couplings and fixed external field never raises the induction energy while the dipole model stays stable

**Q:** You replace a polarisable system by one matrix, \(B=\mathrm{diag}(1/a_i)-T\), and hold \(T\) fixed while the polarisabilities \(a_i\) change. What is physical about that?

**A:** It is the linear induced-dipole model. The finite index type `n` labels sites, or Cartesian components of sites, and \(T\) turns dipoles into the fields they produce. The external field \(E\) and the dipoles \(\mu\) are real vectors, `n → ℝ`.

```lean
import Mathlib

open Matrix

namespace InductionEnergy

noncomputable section

variable {n : Type*} [Fintype n] [DecidableEq n]

/-- The stiffness matrix of coupled polarisable sites: inverse polarisabilities on the
diagonal, minus the coupling matrix `T`. -/
def stiffness (a : n → ℝ) (T : Matrix n n ℝ) : Matrix n n ℝ :=
  Matrix.diagonal (fun i => (a i)⁻¹) - T
```

Polarising the system costs \(\tfrac12\mu^TB\mu\), and the field contributes \(-E^T\mu\):
\[
W_B(\mu)=\tfrac12\mu^TB\mu-E^T\mu,\qquad U_B=-\tfrac12E^TB^{-1}E .
\]
In the code \(W_B\) is `dipoleEnergy` and \(U_B\) is `inductionEnergy`.

```lean
/-- The energy of trial dipoles `μ` in the field `E`: the cost of polarisation, `(1/2) μᵀ B μ`, plus
the interaction energy with the field, `-Eᵀ μ`. -/
def dipoleEnergy (B : Matrix n n ℝ) (E μ : n → ℝ) : ℝ :=
  1 / 2 * (μ ⬝ᵥ B *ᵥ μ) - E ⬝ᵥ μ

/-- The induction energy `-(1/2) Eᵀ B⁻¹ E`. -/
def inductionEnergy (B : Matrix n n ℝ) (E : n → ℝ) : ℝ :=
  -(1 / 2) * (E ⬝ᵥ B⁻¹ *ᵥ E)
```

**Q:** Does that matrix give the usual self-consistent equations?

**A:** Yes. Row \(i\) of \(B\mu=E\) reads \(\mu_i/a_i-(T\mu)_i=E_i\), so \(\mu_i=a_i\,(E_i+(T\mu)_i)\). The proof works row by row and needs only \(a_i\neq0\). Nothing forces the diagonal of \(T\) to vanish; to exclude self-interaction, set to zero every entry of \(T\) that links a site to itself, including those between its different Cartesian components.

```lean
/-- For nonzero polarisabilities, the linear equation of the stiffness matrix says that each dipole
is its polarisability times the sum of the external field and the coupling field `T μ`. -/
theorem stiffness_mulVec_eq_iff (a : n → ℝ) (ha : ∀ i, a i ≠ 0) (T : Matrix n n ℝ)
    (E μ : n → ℝ) :
    stiffness a T *ᵥ μ = E ↔ ∀ i, μ i = a i * (E i + (T *ᵥ μ) i) := by
  rw [funext_iff]
  refine forall_congr' fun i => ?_
  rw [stiffness, Matrix.sub_mulVec, Pi.sub_apply, Matrix.mulVec_diagonal]
  constructor
  · intro h
    rw [← h, sub_add_cancel, mul_inv_cancel_left₀ (ha i)]
  · intro h
    rw [h, inv_mul_cancel_left₀ (ha i), add_sub_cancel_right]
```

**Q:** Why should \(U_B\) be the energy of the relaxed dipoles?

**A:** Complete the square. Let \(B\) be positive definite, which in Lean's `PosDef` includes symmetry, and put \(m=B^{-1}E\). Since \(Bm=E\),
\[
\tfrac12(\mu-m)^TB(\mu-m)=\tfrac12\mu^TB\mu-E^T\mu+\tfrac12E^Tm=W_B(\mu)-U_B .
\]
In the proof, `hs` uses symmetry to turn the cross term \(m^TB\mu\) into \(E^T\mu\), and `ring` collects the rest.

```lean
/-- For positive definite `B`, the energy of trial dipoles is the induction energy plus half the
quadratic form of `B` at their deviation from the dipoles `B⁻¹ E`. -/
theorem dipoleEnergy_eq {B : Matrix n n ℝ} (hB : B.PosDef) (E μ : n → ℝ) :
    dipoleEnergy B E μ = inductionEnergy B E
      + 1 / 2 * ((μ - B⁻¹ *ᵥ E) ⬝ᵥ B *ᵥ (μ - B⁻¹ *ᵥ E)) := by
  have hT : Bᵀ = B :=
    (Matrix.conjTranspose_eq_transpose_of_trivial B).symm.trans hB.isHermitian.eq
  have hm : B *ᵥ (B⁻¹ *ᵥ E) = E := by
    rw [Matrix.mulVec_mulVec, Matrix.mul_nonsing_inv _ hB.det_pos.ne'.isUnit,
      Matrix.one_mulVec]
  -- symmetry of B turns the cross term into the field term
  have hs : (B⁻¹ *ᵥ E) ⬝ᵥ B *ᵥ μ = E ⬝ᵥ μ := by
    rw [Matrix.dotProduct_mulVec, ← Matrix.mulVec_transpose, hT, hm]
  have h1 : μ ⬝ᵥ E = E ⬝ᵥ μ := dotProduct_comm _ _
  have h2 : (B⁻¹ *ᵥ E) ⬝ᵥ E = E ⬝ᵥ B⁻¹ *ᵥ E := dotProduct_comm _ _
  unfold dipoleEnergy inductionEnergy
  rw [Matrix.mulVec_sub, hm, sub_dotProduct, dotProduct_sub, dotProduct_sub, hs, h1, h2]
  ring
```

Since \(B\) is positive definite, \(\tfrac12(\mu-m)^TB(\mu-m)\ge0\), so \(U_B\le W_B(\mu)\), with equality at \(\mu=m\).

```lean
/-- Variational bound: for positive definite `B`, no choice of dipoles has an energy below the
induction energy. -/
theorem inductionEnergy_le {B : Matrix n n ℝ} (hB : B.PosDef) (E μ : n → ℝ) :
    inductionEnergy B E ≤ dipoleEnergy B E μ := by
  have h := hB.posSemidef.dotProduct_mulVec_nonneg (μ - B⁻¹ *ᵥ E)
  rw [star_trivial] at h
  rw [dipoleEnergy_eq hB]
  linarith
```

**Q:** Now compare two systems. Do you assume that both are stable?

**A:** Only the softer one, \(B\). Stability means positive definiteness: every nonzero set of dipoles costs energy. If \(C-B\) is positive semidefinite, then for \(x\ne0\)
\[
x^TCx=x^TBx+x^T(C-B)x>0 .
\]

```lean
omit [Fintype n] [DecidableEq n] in
/-- A system at least as stiff as a stable one is itself stable. -/
theorem posDef_of_stiffer {B C : Matrix n n ℝ} (hB : B.PosDef)
    (hBC : (C - B).PosSemidef) : C.PosDef := by
  have h := hB.add_posSemidef hBC
  rwa [add_sub_cancel] at h
```

Now use the optimal dipoles of \(C\), \(m_C=C^{-1}E\), as trial dipoles for \(B\):
\[
U_B\le W_B(m_C)=W_C(m_C)-\tfrac12m_C^T(C-B)m_C\le W_C(m_C)=U_C .
\]
Multiplying by \(-2\) gives \(E^TC^{-1}E\le E^TB^{-1}E\) for every \(E\). In Lean, `h1` is the first inequality, `h2` the last equality and `h3` the sign of the quadratic form; `linarith` combines them.

```lean
/-- A stiffer system responds less: if `B` is positive definite and `C - B` is positive
semidefinite, then `Eᵀ C⁻¹ E ≤ Eᵀ B⁻¹ E` for every field `E`. -/
theorem response_le_of_stiffer {B C : Matrix n n ℝ} (hB : B.PosDef)
    (hBC : (C - B).PosSemidef) (E : n → ℝ) :
    E ⬝ᵥ C⁻¹ *ᵥ E ≤ E ⬝ᵥ B⁻¹ *ᵥ E := by
  have hC := posDef_of_stiffer hB hBC
  -- use the optimal dipoles of C as trial dipoles for B
  have h1 := inductionEnergy_le hB E (C⁻¹ *ᵥ E)
  have h2 : dipoleEnergy C E (C⁻¹ *ᵥ E) = inductionEnergy C E := by
    rw [dipoleEnergy_eq hC, sub_self, zero_dotProduct, mul_zero, add_zero]
  have h3 := hBC.dotProduct_mulVec_nonneg (C⁻¹ *ᵥ E)
  rw [star_trivial, Matrix.sub_mulVec, dotProduct_sub] at h3
  unfold dipoleEnergy inductionEnergy at h1 h2
  linarith
```

**Q:** And the polarisabilities?

**A:** Let \(0<a_i\le a'_i\), with the same \(T\) and the same field. The difference of the stiffness matrices is \(\mathrm{diag}(1/a_i-1/a'_i)\), whose entries are non-negative. If the more polarisable system is stable, the original one is too, and the energy with \(a'\) is no higher. For a single site with \(T=0\) this says \(-\tfrac12a'E^2\le-\tfrac12aE^2\).

```lean
/-- Raising positive site polarisabilities at fixed couplings, with the more polarisable system
still stable, never raises the induction energy; the original system is then stable too. -/
theorem inductionEnergy_le_of_polarisability_le {a a' : n → ℝ} (ha : ∀ i, 0 < a i)
    (haa' : ∀ i, a i ≤ a' i) {T : Matrix n n ℝ} (hstable : (stiffness a' T).PosDef) :
    (stiffness a T).PosDef ∧
      ∀ E, inductionEnergy (stiffness a' T) E ≤ inductionEnergy (stiffness a T) E := by
  -- the couplings cancel in the difference of the two stiffness matrices
  have hd : stiffness a T - stiffness a' T
      = Matrix.diagonal (fun i => (a i)⁻¹ - (a' i)⁻¹) := by
    unfold stiffness
    rw [sub_sub_sub_cancel_right, Matrix.diagonal_sub]
  have hp : (stiffness a T - stiffness a' T).PosSemidef := by
    rw [hd]
    exact Matrix.posSemidef_diagonal_iff.mpr
      fun i => sub_nonneg.mpr (inv_anti₀ (ha i) (haa' i))
  refine ⟨posDef_of_stiffer hstable hp, fun E => ?_⟩
  have h := response_le_of_stiffer hstable hp E
  unfold inductionEnergy
  linarith
```

**Q:** Is matrix ordering stronger than the physics requires?

**A:** Not if the energies are to be ordered in every field. Suppose \(B\) and \(C\) are both positive definite and \(U_B\le U_C\) for all \(E\). Given any \(\mu\), choose \(E=B\mu\), the field that induces \(\mu\) in \(B\). Then
\[
-\tfrac12\mu^TB\mu=U_B\le U_C\le W_C(\mu)=\tfrac12\mu^TC\mu-\mu^TB\mu ,
\]
so \(\mu^T(C-B)\mu\ge0\). The terms `e1` and `e2` evaluate the two ends.

```lean
/-- Converse: if one stable system has an induction energy no higher than another in every
field, then the second is at least as stiff as the first. -/
theorem stiffer_of_inductionEnergy_le {B C : Matrix n n ℝ} (hB : B.PosDef) (hC : C.PosDef)
    (h : ∀ E, inductionEnergy B E ≤ inductionEnergy C E) : (C - B).PosSemidef := by
  refine Matrix.PosSemidef.of_dotProduct_mulVec_nonneg
    (hC.isHermitian.sub hB.isHermitian) fun μ => ?_
  -- choose the field that induces exactly the dipoles μ in the system B
  have e1 : inductionEnergy B (B *ᵥ μ) = -(1 / 2) * (μ ⬝ᵥ B *ᵥ μ) := by
    rw [inductionEnergy, Matrix.mulVec_mulVec,
      Matrix.nonsing_inv_mul _ hB.det_pos.ne'.isUnit, Matrix.one_mulVec, dotProduct_comm]
  have e2 : dipoleEnergy C (B *ᵥ μ) μ = 1 / 2 * (μ ⬝ᵥ C *ᵥ μ) - μ ⬝ᵥ B *ᵥ μ := by
    rw [dipoleEnergy, dotProduct_comm (B *ᵥ μ) μ]
  have h1 := h (B *ᵥ μ)
  have h2 := inductionEnergy_le hC (B *ᵥ μ) μ
  rw [star_trivial, Matrix.sub_mulVec, dotProduct_sub]
  linarith
```

**Q:** What happens if stability fails?

**A:** The ordering can reverse. Take two sites of equal polarisability \(a\), unit coupling and \(E=(1,1)\). The stiffness has eigenvalues \(1/a\mp1\), so the pair is stable only for \(a<1\), and for \(a\ne1\) the formula gives \(U=-a/(1-a)\). It diverges at \(a=1\), the polarisation catastrophe. Lean checks \(a=\tfrac12\), where \(U=-1\), and \(a=2\), where \(U=+2\), using explicit inverses. The second value belongs to a stationary point that is not a minimum.

```lean
/-- For two sites with unit coupling in a uniform unit field, raising both polarisabilities
from `1/2` to `2` changes the value of `-(1/2) Eᵀ B⁻¹ E` from `-1` to `2`. -/
theorem two_site_energy_rises :
    inductionEnergy (stiffness (fun _ => 1 / 2) !![0, 1; 1, 0]) ![1, 1] = -1 ∧
      inductionEnergy (stiffness (fun _ => 2) !![0, 1; 1, 0]) ![1, 1] = 2 := by
  have s1 : stiffness (fun _ => 1 / 2) !![0, 1; 1, 0] = !![2, -1; -1, 2] := by
    ext i j
    fin_cases i <;> fin_cases j <;> norm_num [stiffness, Matrix.diagonal_apply]
  have s2 : stiffness (fun _ => 2) !![0, 1; 1, 0] = !![1 / 2, -1; -1, 1 / 2] := by
    ext i j
    fin_cases i <;> fin_cases j <;> norm_num [stiffness, Matrix.diagonal_apply]
  -- explicit inverses of the two stiffness matrices
  have i1 : (!![2, -1; -1, 2] : Matrix (Fin 2) (Fin 2) ℝ)⁻¹
      = !![2 / 3, 1 / 3; 1 / 3, 2 / 3] := by
    apply Matrix.inv_eq_right_inv
    rw [Matrix.mul_fin_two, Matrix.one_fin_two]
    norm_num
  have i2 : (!![1 / 2, -1; -1, 1 / 2] : Matrix (Fin 2) (Fin 2) ℝ)⁻¹
      = !![-2 / 3, -4 / 3; -4 / 3, -2 / 3] := by
    apply Matrix.inv_eq_right_inv
    rw [Matrix.mul_fin_two, Matrix.one_fin_two]
    norm_num
  constructor
  · rw [inductionEnergy, s1, i1]
    norm_num [Matrix.mulVec, dotProduct, Fin.sum_univ_two]
  · rw [inductionEnergy, s2, i2]
    norm_num [Matrix.mulVec, dotProduct, Fin.sum_univ_two]

end

end InductionEnergy
```

```lean
#print axioms InductionEnergy.stiffness_mulVec_eq_iff
-- 'InductionEnergy.stiffness_mulVec_eq_iff' depends on axioms: [propext, Classical.choice, Quot.sound]
#print axioms InductionEnergy.inductionEnergy_le_of_polarisability_le
-- 'InductionEnergy.inductionEnergy_le_of_polarisability_le' depends on axioms: [propext, Classical.choice, Quot.sound]
#print axioms InductionEnergy.stiffer_of_inductionEnergy_le
-- 'InductionEnergy.stiffer_of_inductionEnergy_le' depends on axioms: [propext, Classical.choice, Quot.sound]
#print axioms InductionEnergy.two_site_energy_rises
-- 'InductionEnergy.two_site_energy_rises' depends on axioms: [propext, Classical.choice, Quot.sound]
```

**Q:** Where would I meet this in a simulation?

**A:** In the basic form of a polarisable force field with linear induced dipoles, the dipoles satisfy \(B\mu=E\) and the induction energy is \(-\tfrac12E^T\mu\). Codes may solve the equations directly, iterate to a tolerance or propagate the dipoles in time, and some force fields modify this scheme. If \(B\) is small enough to factorise, a Cholesky factorisation also tests stability. The comparison applies when only the polarisabilities change. If the damping of \(T\) depends on them, as in Thole-type models, the couplings change too, and you must check \(C-B\) itself. Hyperpolarisability and any change in the permanent field lie beyond this comparison.
